# Two gradient models bracket the harmonic chain's dispersion, but the strain-gradient one is unstable at short wavelengths

## A single wave with q = 4

Equal masses joined by equal springs carry waves, and a continuum equation for the displacement $u(x,t)$ should reproduce the long ones. With mass, spring constant and spacing set to one, two candidates are

$$u_{tt}=u_{xx}+\tfrac1{12}u_{xxxx},\qquad u_{tt}-\tfrac1{12}u_{xxtt}=u_{xx}.$$

Insert a wave proportional to $e^{4ix}$. Two space derivatives give $-16$ and four give $256$. The first equation, called the strain-gradient model here, becomes $u_{tt}=\left(-16+\tfrac{256}{12}\right)u=\tfrac{16}{3}u$, which has a solution growing as $e^{2.31\,t}$. The second, with gradient inertia, becomes $\left(1+\tfrac{16}{12}\right)u_{tt}=-16u$, so $u_{tt}=-\tfrac{48}{7}u$, and the wave oscillates.

## The chain and the origin of 1/12

The chain obeys $\ddot u_n=u_{n+1}-2u_n+u_{n-1}$. Expanding the right-hand side for a smooth field gives $u_{xx}+\tfrac1{12}u_{xxxx}+\dots$, so $1/12$ is the coefficient of the first correction due to the finite spacing. Replacing $u_{xx}$ by $u_{tt}$ inside that correction, which is legitimate to the same order, gives the second model.

For a mode $e^{iqx+st}$ with real wavenumber $q$ and complex rate $s$, each time derivative is a factor $s$ and each space derivative a factor $iq$. The mode never vanishes, so it can be cancelled:

- chain: $s^2=e^{iq}+e^{-iq}-2=-4\sin^2(q/2)$;
- strain gradient: $s^2=-(q^2-q^4/12)$;
- gradient inertia: $(1+q^2/12)\,s^2=-q^2$.

In the usual notation $s=-i\omega$, so $-s^2$ is the squared frequency $\omega^2$.

## Bounds at every real wavenumber

The claim is

$$q^2-\frac{q^4}{12}\;\le\;4\sin^2\frac q2\;\le\;\frac{q^2}{1+q^2/12}.$$

Start from $\cos x\ge 1-x^2/2$ and integrate from zero four times, for $x\ge0$:

$$\sin x\ge x-\tfrac{x^3}{6},\qquad \cos x\le 1-\tfrac{x^2}{2}+\tfrac{x^4}{24},$$

$$\sin x\le x-\tfrac{x^3}{6}+\tfrac{x^5}{120},\qquad \cos x\ge 1-\tfrac{x^2}{2}+\tfrac{x^4}{24}-\tfrac{x^6}{720}.$$

The cosine bounds are even, so they hold for all real $x$. Since $4\sin^2(q/2)=2-2\cos q$, the upper cosine bound gives the lower model at once.

For the upper model, suppose first that $q^2\le6$. The sixth-order bound gives

$$\left(1+\tfrac{q^2}{12}\right)4\sin^2\tfrac q2\le\left(1+\tfrac{q^2}{12}\right)\left(q^2-\tfrac{q^4}{12}+\tfrac{q^6}{360}\right)=q^2-\tfrac{q^6(18-q^2)}{4320}\le q^2.$$

If $q^2\ge6$, use $4\sin^2(q/2)\le4$ and $4(1+q^2/12)=4+q^2/3\le q^2$.

The gap between the two models is

$$\frac{q^2}{1+q^2/12}-q^2+\frac{q^4}{12}=\frac{q^6/144}{1+q^2/12}\le\frac{q^6}{144}.$$

The chain lies inside this gap, so each model is within $q^6/144$ of it. At $q=1$ the three values are $11/12\approx0.9167$, $2-2\cos1\approx0.9194$ and $12/13\approx0.9231$. The errors are about $0.0027$ and $0.0037$, below $1/144\approx0.0069$.

## Which modes grow

Write $s=a+ib$ and $s^2=-r$ with $r$ real. Then $a^2-b^2=-r$ and $ab=0$. If $r\ge0$, a nonzero $a$ would force $b=0$ and $a^2=-r\le0$, a contradiction; hence $a=0$. If $r<0$, then $s=\sqrt{-r}$ is a growing rate.

The chain and the gradient-inertia model always have $r\ge0$. The strain-gradient model has $r=q^2(1-q^2/12)$, which is negative exactly when $q^2>12$. Matching the same long-wave terms therefore does not guarantee stability. The instability comes from the sign of the fourth derivative, which the chain fixes. A strain-gradient equation with $-\tfrac1{12}u_{xxxx}$ instead has $r=q^2(1+q^2/12)\ge0$ and no growing mode, but its $q^4$ term has the wrong sign for the chain.

The threshold $\sqrt{12}\approx3.46$ lies beyond the zone boundary $\pi$. The chain cannot distinguish $q$ from $q-2\pi$, but the continuum equation can. In a simulation of this linear one-dimensional model, a mesh fine enough to resolve such waves can thus admit growth that the chain does not have.

## The equations and modes in Lean

`latticeSq`, `strainSq` and `inertiaSq` are the three squared frequencies. `SolvesChain`, `SolvesStrain` and `SolvesInertia` state the equations of motion for a complex field `u t x`, time first; the chain reads the field only at integer sites. The physical displacement is the real part.

`dispersion_sandwich` and `long_wave_agreement` state the bounds for every real `q`. `strain_growing_iff` says that some `s` with positive real part makes `mode s q` a solution of the strain-gradient equation if and only if `12 < q ^ 2`. `no_growth` says that a mode solving either of the other two equations has `s.re = 0`.

These stability statements concern single modes on an infinite line, not general initial data or boundaries. At $q=0$, for instance, uniform drift $u=t$ solves all three equations but is not a mode of this form. Applying the results to a material requires the further step of treating its motion as that of a harmonic nearest-neighbour chain.

```lean
import Mathlib

noncomputable section

namespace GradientContinuum

/-- Squared frequency of the monatomic chain, in units of spring constant over mass. -/
def latticeSq (q : ℝ) : ℝ := 4 * Real.sin (q / 2) ^ 2

/-- Squared frequency of the strain-gradient model. -/
def strainSq (q : ℝ) : ℝ := q ^ 2 - q ^ 4 / 12

/-- Squared frequency of the model with gradient inertia, for real wavenumber `q`. -/
def inertiaSq (q : ℝ) : ℝ := q ^ 2 / (1 + q ^ 2 / 12)

/-- The mode `exp (i q x + s t)` with real wavenumber `q` and complex rate `s`. -/
def mode (s : ℂ) (q t x : ℝ) : ℂ :=
  Complex.exp (Complex.I * q * x) * Complex.exp (s * t)

/-- Newton's equation of the chain with nearest-neighbour springs; the field `u t x` is
read at the integer sites. -/
def SolvesChain (u : ℝ → ℝ → ℂ) : Prop :=
  ∀ (t : ℝ) (n : ℤ), iteratedDeriv 2 (fun τ => u τ n) t = u t (n + 1) - 2 * u t n + u t (n - 1)

/-- The strain-gradient equation `u_tt = u_xx + u_xxxx / 12`. -/
def SolvesStrain (u : ℝ → ℝ → ℂ) : Prop :=
  ∀ t x : ℝ, iteratedDeriv 2 (fun τ => u τ x) t =
    iteratedDeriv 2 (u t) x + 1 / 12 * iteratedDeriv 4 (u t) x

/-- The equation with gradient inertia, `u_tt - u_xxtt / 12 = u_xx`. -/
def SolvesInertia (u : ℝ → ℝ → ℂ) : Prop :=
  ∀ t x : ℝ, iteratedDeriv 2 (fun τ => u τ x) t -
    1 / 12 * iteratedDeriv 2 (fun y => iteratedDeriv 2 (fun τ => u τ y) t) x =
    iteratedDeriv 2 (u t) x

/-- On a mode each time derivative is a factor `s` and each space derivative a factor `i q`. -/
theorem mode_derivs (s : ℂ) (q t x : ℝ) :
    (∀ n : ℕ, iteratedDeriv n (fun τ => mode s q τ x) t = s ^ n * mode s q t x) ∧
    (∀ n : ℕ, iteratedDeriv n (mode s q t) x = (Complex.I * q) ^ n * mode s q t x) ∧
    iteratedDeriv 2 (fun y => iteratedDeriv 2 (fun τ => mode s q τ y) t) x =
      (Complex.I * q) ^ 2 * (s ^ 2 * mode s q t x) := by
  -- repeated differentiation of an exponential
  have E : ∀ (k c : ℂ) (n : ℕ), iteratedDeriv n (fun y : ℝ => c * Complex.exp (k * y)) =
      fun y : ℝ => k ^ n * c * Complex.exp (k * y) := by
    intro k c n
    induction n with
    | zero => simp
    | succ n ih =>
      rw [iteratedDeriv_succ, ih]
      funext y
      have h1 : HasDerivAt (fun z : ℝ => k * (z : ℂ)) k y := by
        simpa using (hasDerivAt_id y).ofReal_comp.const_mul k
      exact (h1.cexp.const_mul (k ^ n * c)).deriv.trans (by ring)
  have T : ∀ (n : ℕ) (y : ℝ),
      iteratedDeriv n (fun τ => mode s q τ y) t = s ^ n * mode s q t y := fun n y =>
    (congrFun (E s (Complex.exp (Complex.I * q * y)) n) t).trans (by simp only [mode]; ring)
  refine ⟨fun n => T n x, fun n => ?_, ?_⟩
  · have e : mode s q t =
        fun y : ℝ => Complex.exp (s * t) * Complex.exp (Complex.I * q * y) := by
      funext y
      simp only [mode]
      ring
    exact (congrArg (fun f => iteratedDeriv n f x) e).trans
      ((congrFun (E (Complex.I * q) (Complex.exp (s * t)) n) x).trans
        (by simp only [mode]; ring))
  · have e : (fun y => iteratedDeriv 2 (fun τ => mode s q τ y) t) =
        fun y : ℝ => (s ^ 2 * Complex.exp (s * t)) * Complex.exp (Complex.I * q * y) := by
      funext y
      rw [T]
      simp only [mode]
      ring
    exact (congrArg (fun f => iteratedDeriv 2 f x) e).trans
      ((congrFun (E (Complex.I * q) (s ^ 2 * Complex.exp (s * t)) 2) x).trans
        (by simp only [mode]; ring))

/-- A mode solves the chain exactly when `s ^ 2 = -4 sin² (q / 2)`. -/
theorem chain_iff (s : ℂ) (q : ℝ) :
    SolvesChain (mode s q) ↔ s ^ 2 = -(latticeSq q : ℂ) := by
  have c : (latticeSq q : ℂ) = 2 - 2 * Complex.cos q := by
    have h := Real.cos_two_mul (q / 2)
    rw [show 2 * (q / 2) = q by ring] at h
    have hr : latticeSq q = 2 - 2 * Real.cos q := by
      unfold latticeSq
      linarith [Real.sin_sq_add_cos_sq (q / 2)]
    rw [hr]
    simp
  -- the two neighbours together contribute `2 cos q`
  have sh : ∀ t x : ℝ, mode s q t (x + 1) + mode s q t (x - 1) =
      2 * Complex.cos q * mode s q t x := by
    intro t x
    have a : Complex.exp (Complex.I * q * ((x + 1 : ℝ) : ℂ)) =
        Complex.exp (Complex.I * q * x) * Complex.exp (q * Complex.I) := by
      rw [← Complex.exp_add]
      congr 1
      push_cast
      ring
    have b : Complex.exp (Complex.I * q * ((x - 1 : ℝ) : ℂ)) =
        Complex.exp (Complex.I * q * x) * Complex.exp (-q * Complex.I) := by
      rw [← Complex.exp_add]
      congr 1
      push_cast
      ring
    simp only [mode]
    rw [a, b, Complex.cos]
    ring
  rw [c]
  constructor
  · intro h
    have h0 := h 0 0
    rw [(mode_derivs s q 0 ((0 : ℤ) : ℝ)).1] at h0
    apply mul_right_cancel₀ (show mode s q 0 ((0 : ℤ) : ℝ) ≠ 0 from
      mul_ne_zero (Complex.exp_ne_zero _) (Complex.exp_ne_zero _))
    linear_combination h0 + sh 0 ((0 : ℤ) : ℝ)
  · intro h t n
    rw [(mode_derivs s q t n).1]
    linear_combination mode s q t n * h - sh t n

/-- A mode solves the strain-gradient equation exactly when `s ^ 2 = -(q ^ 2 - q ^ 4 / 12)`. -/
theorem strain_iff (s : ℂ) (q : ℝ) :
    SolvesStrain (mode s q) ↔ s ^ 2 = -(strainSq q : ℂ) := by
  have c : (strainSq q : ℂ) = (q : ℂ) ^ 2 - (q : ℂ) ^ 4 / 12 := by simp [strainSq]
  have k2 : (Complex.I * q) ^ 2 = -(q : ℂ) ^ 2 := by rw [mul_pow, Complex.I_sq]; ring
  have k4 : (Complex.I * q) ^ 4 = (q : ℂ) ^ 4 := by rw [mul_pow, Complex.I_pow_four]; ring
  rw [c]
  constructor
  · intro h
    have h0 := h 0 0
    obtain ⟨hT, hS, -⟩ := mode_derivs s q 0 0
    rw [hT, hS 2, hS 4, k2, k4] at h0
    apply mul_right_cancel₀ (show mode s q 0 0 ≠ 0 from
      mul_ne_zero (Complex.exp_ne_zero _) (Complex.exp_ne_zero _))
    linear_combination h0
  · intro h t x
    obtain ⟨hT, hS, -⟩ := mode_derivs s q t x
    rw [hT, hS 2, hS 4, k2, k4]
    linear_combination mode s q t x * h

/-- A mode solves the gradient-inertia equation exactly when
`s ^ 2 = -q ^ 2 / (1 + q ^ 2 / 12)`. -/
theorem inertia_iff (s : ℂ) (q : ℝ) :
    SolvesInertia (mode s q) ↔ s ^ 2 = -(inertiaSq q : ℂ) := by
  have d : (1 + q ^ 2 / 12 : ℝ) ≠ 0 := by positivity
  have hr : inertiaSq q * (1 + q ^ 2 / 12) = q ^ 2 := div_mul_cancel₀ _ d
  have c : (inertiaSq q : ℂ) * (1 + (q : ℂ) ^ 2 / 12) = (q : ℂ) ^ 2 := by exact_mod_cast hr
  have d' : (1 + (q : ℂ) ^ 2 / 12) ≠ 0 := by exact_mod_cast d
  have k2 : (Complex.I * q) ^ 2 = -(q : ℂ) ^ 2 := by rw [mul_pow, Complex.I_sq]; ring
  constructor
  · intro h
    have h0 := h 0 0
    obtain ⟨hT, hS, hM⟩ := mode_derivs s q 0 0
    rw [hM, hT, hS, k2] at h0
    apply mul_right_cancel₀ (mul_ne_zero d' (show mode s q 0 0 ≠ 0 from
      mul_ne_zero (Complex.exp_ne_zero _) (Complex.exp_ne_zero _)))
    linear_combination h0 + mode s q 0 0 * c
  · intro h t x
    obtain ⟨hT, hS, hM⟩ := mode_derivs s q t x
    rw [hM, hT, hS, k2]
    linear_combination (1 + (q : ℂ) ^ 2 / 12) * mode s q t x * h - mode s q t x * c

/-- The cosine lies between its Taylor polynomials of sixth and fourth order. -/
theorem cos_taylor (q : ℝ) :
    1 - q ^ 2 / 2 + q ^ 4 / 24 - q ^ 6 / 720 ≤ Real.cos q ∧
    Real.cos q ≤ 1 - q ^ 2 / 2 + q ^ 4 / 24 := by
  -- a function that starts at zero with nonnegative slope stays nonnegative
  have N : ∀ f f' : ℝ → ℝ, (∀ x, HasDerivAt f (f' x) x) → f 0 = 0 →
      (∀ x, 0 ≤ x → 0 ≤ f' x) → ∀ x, 0 ≤ x → 0 ≤ f x := by
    intro f f' h h0 hp x hx
    have m : MonotoneOn f (Set.Ici 0) := monotoneOn_of_deriv_nonneg (convex_Ici 0)
      (fun y _ => (h y).continuousAt.continuousWithinAt)
      (fun y _ => (h y).differentiableAt.differentiableWithinAt)
      (fun y hy => by rw [(h y).deriv]; exact hp y (interior_subset hy))
    have := m (Set.mem_Ici.2 le_rfl) (Set.mem_Ici.2 hx) hx
    linarith
  have p : ∀ (n : ℕ) (c x : ℝ),
      HasDerivAt (fun y : ℝ => y ^ (n + 1) / c) ((n + 1) * x ^ n / c) x := by
    intro n c x
    simpa using (hasDerivAt_pow (n + 1) x).div_const c
  -- integrate the inequality four times, from third to sixth order
  have A3 : ∀ x : ℝ, 0 ≤ x → 0 ≤ Real.sin x - x + x ^ 3 / 6 :=
    N _ (fun x => Real.cos x - 1 + x ^ 2 / 2)
      (fun x => (((Real.hasDerivAt_sin x).fun_sub (hasDerivAt_id' x)).fun_add
        (p 2 6 x)).congr_deriv (by push_cast; ring))
      (by simp)
      (fun x _ => by
        have h : 1 - x ^ 2 / 2 ≤ Real.cos x := Real.one_sub_sq_div_two_le_cos
        linarith)
  have A4 : ∀ x : ℝ, 0 ≤ x → 0 ≤ 1 - x ^ 2 / 2 + x ^ 4 / 24 - Real.cos x :=
    N _ (fun x => Real.sin x - x + x ^ 3 / 6)
      (fun x => ((((hasDerivAt_const x (1 : ℝ)).fun_sub (p 1 2 x)).fun_add
        (p 3 24 x)).fun_sub (Real.hasDerivAt_cos x)).congr_deriv (by push_cast; ring))
      (by simp) A3
  have A5 : ∀ x : ℝ, 0 ≤ x → 0 ≤ x - x ^ 3 / 6 + x ^ 5 / 120 - Real.sin x :=
    N _ (fun x => 1 - x ^ 2 / 2 + x ^ 4 / 24 - Real.cos x)
      (fun x => ((((hasDerivAt_id' x).fun_sub (p 2 6 x)).fun_add
        (p 4 120 x)).fun_sub (Real.hasDerivAt_sin x)).congr_deriv (by push_cast; ring))
      (by simp) A4
  have A6 : ∀ x : ℝ, 0 ≤ x → 0 ≤ Real.cos x - 1 + x ^ 2 / 2 - x ^ 4 / 24 + x ^ 6 / 720 :=
    N _ (fun x => x - x ^ 3 / 6 + x ^ 5 / 120 - Real.sin x)
      (fun x => (((((Real.hasDerivAt_cos x).fun_sub (hasDerivAt_const x (1 : ℝ))).fun_add
        (p 1 2 x)).fun_sub (p 3 24 x)).fun_add (p 5 720 x)).congr_deriv (by push_cast; ring))
      (by simp) A5
  rcases le_total 0 q with hq | hq
  · constructor <;> linarith [A4 q hq, A6 q hq]
  · have h4 := A4 (-q) (by linarith)
    have h6 := A6 (-q) (by linarith)
    rw [Real.cos_neg] at h4 h6
    constructor <;> nlinarith [h4, h6]

/-- At every real wavenumber the squared frequency of the chain lies between those of the
strain-gradient model and of the model with gradient inertia. -/
theorem dispersion_sandwich (q : ℝ) :
    strainSq q ≤ latticeSq q ∧ latticeSq q ≤ inertiaSq q := by
  obtain ⟨h6, h4⟩ := cos_taylor q
  have h := Real.cos_two_mul (q / 2)
  rw [show 2 * (q / 2) = q by ring] at h
  have hr : latticeSq q = 2 - 2 * Real.cos q := by
    unfold latticeSq
    linarith [Real.sin_sq_add_cos_sq (q / 2)]
  have D : 0 < 1 + q ^ 2 / 12 := by positivity
  rw [hr]
  constructor
  · unfold strainSq
    linarith
  · unfold inertiaSq
    rw [le_div_iff₀ D]
    rcases le_total (q ^ 2) 6 with hq | hq
    · -- long waves: the sixth-order polynomial is sharp enough
      have a : 2 - 2 * Real.cos q ≤ q ^ 2 - q ^ 4 / 12 + q ^ 6 / 360 := by linarith
      have b := mul_le_mul_of_nonneg_right a D.le
      have e : 0 ≤ (q ^ 2) ^ 3 * (18 - q ^ 2) := mul_nonneg (by positivity) (by linarith)
      nlinarith [b, e]
    · -- short waves: the chain never exceeds the band top 4
      have a : 2 - 2 * Real.cos q ≤ 4 := by linarith [Real.neg_one_le_cos q]
      have b := mul_le_mul_of_nonneg_right a D.le
      linarith

/-- Both gradient models reproduce the squared frequency of the chain up to an error of at
most `q ^ 6 / 144`. -/
theorem long_wave_agreement (q : ℝ) :
    |strainSq q - latticeSq q| ≤ q ^ 6 / 144 ∧ |inertiaSq q - latticeSq q| ≤ q ^ 6 / 144 := by
  obtain ⟨h1, h2⟩ := dispersion_sandwich q
  have g : inertiaSq q ≤ strainSq q + q ^ 6 / 144 := by
    unfold inertiaSq strainSq
    rw [div_le_iff₀ (by positivity)]
    have h8 : 0 ≤ q ^ 8 := by positivity
    nlinarith [h8]
  have h6 : 0 ≤ q ^ 6 / 144 := by positivity
  constructor <;> rw [abs_le] <;> constructor <;> linarith

/-- If `s ^ 2 = -r` with real `r ≥ 0`, the rate `s` has no real part. -/
theorem re_eq_zero_of_sq {s : ℂ} {r : ℝ} (h : s ^ 2 = -(r : ℂ)) (hr : 0 ≤ r) : s.re = 0 := by
  have h1 := congrArg Complex.re h
  have h2 := congrArg Complex.im h
  simp only [pow_two, Complex.mul_re, Complex.mul_im, Complex.neg_re, Complex.neg_im,
    Complex.ofReal_re, Complex.ofReal_im, neg_zero] at h1 h2
  by_contra hne
  have h3 : s.re * s.im = 0 := by linarith
  have h4 : s.im = 0 := (mul_eq_zero.1 h3).resolve_left hne
  rw [h4] at h1
  have h5 := mul_self_pos.2 hne
  linarith

/-- The strain-gradient equation has an exponentially growing mode of real wavenumber `q`
exactly when `q ^ 2 > 12`. -/
theorem strain_growing_iff (q : ℝ) :
    (∃ s : ℂ, 0 < s.re ∧ SolvesStrain (mode s q)) ↔ 12 < q ^ 2 := by
  constructor
  · rintro ⟨s, hs, h⟩
    by_contra hc
    have hc' := not_lt.1 hc
    have hp : 0 ≤ strainSq q := by
      unfold strainSq
      nlinarith [mul_nonneg (sq_nonneg q) (sub_nonneg.2 hc')]
    linarith [re_eq_zero_of_sq ((strain_iff s q).1 h) hp]
  · intro h
    have hn : strainSq q < 0 := by
      unfold strainSq
      nlinarith [mul_pos (show 0 < q ^ 2 by linarith) (sub_pos.2 h)]
    -- the growth rate is the root of minus the squared frequency
    refine ⟨(Real.sqrt (-strainSq q) : ℝ), ?_, (strain_iff _ q).2 ?_⟩
    · rw [Complex.ofReal_re]
      exact Real.sqrt_pos.2 (by linarith)
    · rw [← Complex.ofReal_pow, Real.sq_sqrt (by linarith), Complex.ofReal_neg]

/-- A mode of real wavenumber that solves the chain or the gradient-inertia equation neither
grows nor decays. -/
theorem no_growth (s : ℂ) (q : ℝ) (h : SolvesChain (mode s q) ∨ SolvesInertia (mode s q)) :
    s.re = 0 := by
  rcases h with h | h
  · exact re_eq_zero_of_sq ((chain_iff s q).1 h) (by unfold latticeSq; positivity)
  · exact re_eq_zero_of_sq ((inertia_iff s q).1 h) (by unfold inertiaSq; positivity)

end GradientContinuum
```

```lean
#print axioms GradientContinuum.dispersion_sandwich
-- 'GradientContinuum.dispersion_sandwich' depends on axioms: [propext, Classical.choice, Quot.sound]
#print axioms GradientContinuum.long_wave_agreement
-- 'GradientContinuum.long_wave_agreement' depends on axioms: [propext, Classical.choice, Quot.sound]
#print axioms GradientContinuum.strain_growing_iff
-- 'GradientContinuum.strain_growing_iff' depends on axioms: [propext, Classical.choice, Quot.sound]
#print axioms GradientContinuum.no_growth
-- 'GradientContinuum.no_growth' depends on axioms: [propext, Classical.choice, Quot.sound]
```

## From mode derivatives to growth rates

`mode_derivs` obtains the factors $s$ and $iq$ by induction on the order of differentiation, and also treats the mixed derivative. In `chain_iff`, `strain_iff` and `inertia_iff`, the forward direction evaluates the equation at the origin and cancels the nonzero mode. The converse multiplies the relation for $s^2$ by the mode, with `linear_combination` doing the algebra. For the chain, `sh` combines the two neighbours into $2\cos q$.

In `cos_taylor`, the helper `N` replaces integration: a function that starts at zero with nonnegative slope stays nonnegative. `A3` to `A6` are the four integrated inequalities, and negative `q` follows by evenness.

`dispersion_sandwich` clears the positive denominator and splits at $q^2=6$; its term `e` is the nonnegative quantity $q^6(18-q^2)$. `long_wave_agreement` bounds the gap between the models, then uses the sandwich.

`re_eq_zero_of_sq` compares real and imaginary parts of $s^2=-r$. It gives `no_growth` directly and excludes growth for $q^2\le12$ in `strain_growing_iff`. For $q^2>12$, that theorem supplies the rate $\sqrt{q^4/12-q^2}$ explicitly.
